# The Verlet stability limit of a harmonic chain between fixed walls

Take \(N\ge 1\) beads of mass \(m>0\) that move along a line, each joined to its neighbours, and the end beads to two fixed walls, by harmonic springs of constant \(k>0\): position Verlet with time step \(h>0\) keeps every trajectory bounded exactly when \(h\sqrt{k/m}\,\sin\frac{N\pi}{2N+2}<1\). The sine comes from the largest eigenvalue, \(4\sin^2\frac{N\pi}{2N+2}\), of the \(N\times N\) tridiagonal matrix with 2 on the diagonal and \(-1\) beside it.

```lean
import Mathlib

open Matrix Real

namespace VerletChain

noncomputable section

variable {N : ℕ}

/-- The `N` by `N` tridiagonal matrix with `2` on the diagonal and `-1` beside it. -/
def chainMatrix (N : ℕ) : Matrix (Fin N) (Fin N) ℝ := Matrix.of fun i j =>
  (if i = j then 2 else 0) - (if i.val + 1 = j.val then 1 else 0)
    - (if j.val + 1 = i.val then 1 else 0)

/-- Position Verlet for beads of mass `m ≠ 0` under the spring forces `-k K x`, time step `h`. -/
def IsVerlet (k m h : ℝ) (x : ℕ → Fin N → ℝ) : Prop := ∀ n,
  x (n + 2) = (2 : ℝ) • x (n + 1) - x n - (h ^ 2 * k / m) • (chainMatrix N *ᵥ x (n + 1))

/-- Stability: every Verlet trajectory of the chain of `N` beads stays bounded (`m ≠ 0`). -/
def VerletStable (N : ℕ) (k m h : ℝ) : Prop :=
  ∀ x : ℕ → Fin N → ℝ, IsVerlet k m h x → ∃ C, ∀ n i, |x n i| ≤ C

/-- The standing wave with half a wavelength between the walls at `0` and `N + 1`. -/
def wave (N j : ℕ) : ℝ := sin (j * (π / (N + 1)))

/-- The standing wave on the beads, with neighbours in phase (`σ = 1`) or opposed (`σ = -1`). -/
def mode (N : ℕ) (σ : ℝ) (i : Fin N) : ℝ := σ ^ (i.val + 1) * wave N (i.val + 1)

/-- The quadratic Verlet invariant of two successive configurations, with `a = h² k / m`. -/
def invariant (a : ℝ) (x y : Fin N → ℝ) : ℝ :=
  (y - x) ⬝ᵥ (y - x) + a * (x ⬝ᵥ chainMatrix N *ᵥ y)

/-- The factor `A n` for which `(-1)^n A n` times a mode with `h² ω² = μ` obeys Verlet, started from
`A 0 = 0` and `A 1 = 1`. -/
def amplitude (μ : ℝ) : ℕ → ℝ
  | 0 => 0
  | 1 => 1
  | n + 2 => (μ - 2) * amplitude μ (n + 1) - amplitude μ n

/-- The tridiagonal matrix is symmetric. -/
theorem chainMatrix_symm (i j : Fin N) : chainMatrix N i j = chainMatrix N j i := by
  by_cases h : i = j
  · subst h; rfl
  · simp only [chainMatrix, Matrix.of_apply, if_neg h, if_neg (Ne.symm h)]
    ring

/-- The standing wave is positive on the beads. -/
theorem wave_pos (i : Fin N) : 0 < wave N (i.val + 1) := by
  have hN : (0 : ℝ) < N + 1 := by positivity
  have ht : 0 < π / ((N : ℝ) + 1) := div_pos pi_pos hN
  have e : π / ((N : ℝ) + 1) * (N + 1) = π := div_mul_cancel₀ _ hN.ne'
  have hi : (i.val : ℝ) < N := by exact_mod_cast i.isLt
  apply sin_pos_of_pos_of_lt_pi
  · positivity
  · push_cast
    nlinarith

/-- For `σ = ±1` the matrix multiplies the standing wave by `2 - 2 σ cos (π/(N+1))`. -/
theorem chainMatrix_mode {σ : ℝ} (hσ : σ ^ 2 = 1) :
    chainMatrix N *ᵥ mode N σ = (2 - 2 * σ * cos (π / (N + 1))) • mode N σ := by
  funext i
  have hi := i.isLt
  obtain ⟨f, hf⟩ : ∃ f : ℕ → ℝ, ∀ j, f j = σ ^ j * wave N j := ⟨_, fun _ => rfl⟩
  have f0 : f 0 = 0 := by simp [hf, wave]
  have fN : f (N + 1) = 0 := by
    have e : ((N + 1 : ℕ) : ℝ) * (π / (N + 1)) = π := by
      push_cast
      rw [mul_comm]
      exact div_mul_cancel₀ _ (by positivity)
    rw [hf, wave, e, sin_pi, mul_zero]
  -- the two neighbours of a bead, walls included
  have s2 : ∑ j : Fin N, (if i.val + 1 = j.val then f (j.val + 1) else 0) = f (i.val + 2) := by
    rw [Fin.sum_univ_eq_sum_range (fun j => if i.val + 1 = j then f (j + 1) else 0) N,
      Finset.sum_ite_eq]
    split_ifs with h
    · rfl
    · rw [Finset.mem_range] at h
      rw [show i.val + 2 = N + 1 by omega, fN]
  have s3 : ∑ j : Fin N, (if j.val + 1 = i.val then f (j.val + 1) else 0) = f i.val := by
    have h := Finset.sum_range_succ' (fun l => if l = i.val then f l else 0) N
    simp only [Finset.sum_ite_eq', f0, ite_self, add_zero, Finset.mem_range] at h
    rw [if_pos (show i.val < N + 1 by omega)] at h
    rw [Fin.sum_univ_eq_sum_range (fun j => if j + 1 = i.val then f (j + 1) else 0) N]
    exact h.symm
  have hm : mode N σ = fun j => f (j.val + 1) := funext fun j => (hf _).symm
  have hrec : wave N i.val + wave N (i.val + 2)
      = 2 * cos (π / (N + 1)) * wave N (i.val + 1) := by
    simp only [wave]
    have a : (i.val : ℝ) * (π / (N + 1))
        = ((i.val + 1 : ℕ) : ℝ) * (π / (N + 1)) - π / (N + 1) := by
      push_cast
      ring
    have b : ((i.val + 2 : ℕ) : ℝ) * (π / (N + 1))
        = ((i.val + 1 : ℕ) : ℝ) * (π / (N + 1)) + π / (N + 1) := by
      push_cast
      ring
    rw [a, b, sin_sub, sin_add]
    ring
  rw [hm]
  simp only [mulVec, dotProduct, chainMatrix, Matrix.of_apply, sub_mul, ite_mul, zero_mul, one_mul,
    Finset.sum_sub_distrib, Finset.sum_ite_eq, Finset.mem_univ, if_true, Pi.smul_apply,
    smul_eq_mul]
  rw [s2, s3, hf, hf, hf]
  linear_combination -σ ^ i.val * hrec
    - σ ^ i.val * (wave N (i.val + 2) - 2 * cos (π / (N + 1)) * wave N (i.val + 1)) * hσ

/-- The stiffness form is at least `2 - 2 cos (π/(N+1))` times the squared length (`σ = 1`) and
at most `2 + 2 cos (π/(N+1))` times it (`σ = -1`). -/
theorem stiffness_bound {σ : ℝ} (hσ : σ ^ 2 = 1) (v : Fin N → ℝ) :
    0 ≤ σ * (v ⬝ᵥ chainMatrix N *ᵥ v - (2 - 2 * σ * cos (π / (N + 1))) * (v ⬝ᵥ v)) := by
  have hσ0 : σ ≠ 0 := by rintro rfl; norm_num at hσ
  have off : ∀ i j, i ≠ j → 0 ≤ -σ * chainMatrix N i j * (mode N σ i * mode N σ j) := by
    intro i j hij
    have hu := mul_pos (wave_pos i) (wave_pos j)
    have pw : ∀ a : ℕ, σ * (σ ^ (a + 1) * σ ^ (a + 1 + 1)) = 1 := fun a => by
      calc _ = (σ ^ 2) ^ (a + 2) := by ring
        _ = 1 := by rw [hσ, one_pow]
    simp only [chainMatrix, Matrix.of_apply, if_neg hij, mode]
    split_ifs with h1 h2 h2
    · omega
    · have e : σ * (σ ^ (i.val + 1) * σ ^ (j.val + 1)) = 1 := by rw [← h1]; exact pw _
      refine hu.le.trans_eq ?_
      linear_combination -(wave N (i.val + 1) * wave N (j.val + 1)) * e
    · have e : σ * (σ ^ (j.val + 1) * σ ^ (i.val + 1)) = 1 := by rw [← h2]; exact pw _
      refine hu.le.trans_eq ?_
      linear_combination -(wave N (i.val + 1) * wave N (j.val + 1)) * e
    · simp
  have hK : ∀ i, ∑ j, chainMatrix N i j * mode N σ j
      = (2 - 2 * σ * cos (π / (N + 1))) * mode N σ i := fun i => congrFun (chainMatrix_mode hσ) i
  -- measure `v` in units of the standing wave
  obtain ⟨p, hp⟩ : ∃ p : Fin N → ℝ, ∀ i, v i = p i * mode N σ i :=
    ⟨fun i => v i / mode N σ i, fun i =>
      (div_mul_cancel₀ _ (mul_ne_zero (pow_ne_zero _ hσ0) (wave_pos i).ne')).symm⟩
  generalize mode N σ = w at *
  generalize 2 - 2 * σ * cos (π / ((N : ℝ) + 1)) = l at *
  have e1 : ∑ i, ∑ j, chainMatrix N i j * (w i * w j) * p i ^ 2 = l * (v ⬝ᵥ v) := by
    rw [dotProduct, Finset.mul_sum]
    refine Finset.sum_congr rfl fun i _ => ?_
    calc _ = p i ^ 2 * w i * ∑ j, chainMatrix N i j * w j := by
          rw [Finset.mul_sum]
          exact Finset.sum_congr rfl fun j _ => by ring
      _ = _ := by rw [hK, hp]; ring
  have e2 : ∑ i, ∑ j, chainMatrix N i j * (w i * w j) * p j ^ 2 = l * (v ⬝ᵥ v) := by
    rw [← e1, Finset.sum_comm]
    refine Finset.sum_congr rfl fun i _ => Finset.sum_congr rfl fun j _ => ?_
    rw [chainMatrix_symm j i]
    ring
  have e3 : v ⬝ᵥ chainMatrix N *ᵥ v
      = ∑ i, ∑ j, chainMatrix N i j * (w i * w j) * (p i * p j) := by
    simp only [dotProduct, mulVec, Finset.mul_sum]
    refine Finset.sum_congr rfl fun i _ => Finset.sum_congr rfl fun j _ => ?_
    rw [hp i, hp j]
    ring
  have total : 0 ≤ ∑ i, ∑ j, -σ * chainMatrix N i j * (w i * w j) * (p i - p j) ^ 2 := by
    refine Finset.sum_nonneg fun i _ => Finset.sum_nonneg fun j _ => ?_
    by_cases h : i = j
    · subst h; simp
    · exact mul_nonneg (off i j h) (sq_nonneg _)
  have split : ∑ i, ∑ j, -σ * chainMatrix N i j * (w i * w j) * (p i - p j) ^ 2
      = -σ * (∑ i, ∑ j, chainMatrix N i j * (w i * w j) * p i ^ 2
        + ∑ i, ∑ j, chainMatrix N i j * (w i * w j) * p j ^ 2
        - 2 * ∑ i, ∑ j, chainMatrix N i j * (w i * w j) * (p i * p j)) := by
    simp only [Finset.mul_sum, ← Finset.sum_add_distrib, ← Finset.sum_sub_distrib]
    exact Finset.sum_congr rfl fun i _ => Finset.sum_congr rfl fun j _ => by ring
  rw [split, e1, e2, ← e3] at total
  linarith

/-- Half-angle identity: `4 sin² (Nπ/(2N+2)) = 2 + 2 cos (π/(N+1))`. -/
theorem four_sin_sq (N : ℕ) :
    4 * sin (N * π / (2 * N + 2)) ^ 2 = 2 + 2 * cos (π / (N + 1)) := by
  have e : π / ((N : ℝ) + 1) * (N + 1) = π := div_mul_cancel₀ _ (by positivity)
  have h : N * π / (2 * N + 2) = π / 2 - π / ((N : ℝ) + 1) / 2 := by
    rw [div_eq_iff (by positivity)]
    linear_combination e
  rw [h, sin_pi_div_two_sub, cos_sq, mul_div_cancel₀ _ (two_ne_zero)]
  ring

/-- For `N ≥ 1` the largest eigenvalue of the tridiagonal matrix is `4 sin² (Nπ/(2N+2))`. -/
theorem isGreatest_eigenvalue (hN : 0 < N) :
    IsGreatest {μ : ℝ | ∃ v : Fin N → ℝ, v ≠ 0 ∧ chainMatrix N *ᵥ v = μ • v}
      (4 * sin (N * π / (2 * N + 2)) ^ 2) := by
  rw [four_sin_sq]
  refine ⟨⟨mode N (-1), fun h => ?_, ?_⟩, ?_⟩
  · exact mul_ne_zero (pow_ne_zero _ (by norm_num)) (wave_pos ⟨0, hN⟩).ne' (congrFun h ⟨0, hN⟩)
  · rw [chainMatrix_mode (by norm_num)]
    congr 1
    ring
  · rintro μ ⟨v, hv, he⟩
    have hb := stiffness_bound (σ := -1) (by norm_num) v
    rw [he, dotProduct_smul, smul_eq_mul] at hb
    have h0 : 0 ≤ v ⬝ᵥ v := Finset.sum_nonneg fun i _ => mul_self_nonneg (v i)
    have hp : 0 < v ⬝ᵥ v := lt_of_le_of_ne h0 fun h => hv (dotProduct_self_eq_zero.mp h.symm)
    exact le_of_mul_le_mul_right (by linarith) hp

/-- The stiffness form is symmetric in its two configurations. -/
theorem form_symm (x y : Fin N → ℝ) : x ⬝ᵥ chainMatrix N *ᵥ y = y ⬝ᵥ chainMatrix N *ᵥ x := by
  simp only [dotProduct, mulVec, Finset.mul_sum]
  rw [Finset.sum_comm]
  refine Finset.sum_congr rfl fun i _ => Finset.sum_congr rfl fun j _ => ?_
  rw [chainMatrix_symm j i]
  ring

/-- The quadratic invariant keeps its value along every Verlet trajectory. -/
theorem invariant_conserved {k m h : ℝ} {x : ℕ → Fin N → ℝ} (hx : IsVerlet k m h x) (n : ℕ) :
    invariant (h ^ 2 * k / m) (x n) (x (n + 1)) = invariant (h ^ 2 * k / m) (x 0) (x 1) := by
  induction n with
  | zero => rfl
  | succ n ih =>
    rw [← ih, invariant, invariant, form_symm (x (n + 1))]
    simp only [dotProduct, Finset.mul_sum, ← Finset.sum_add_distrib]
    refine Finset.sum_congr rfl fun i _ => ?_
    have hz := congrFun (hx n) i
    simp only [Pi.sub_apply, Pi.smul_apply, smul_eq_mul] at hz ⊢
    rw [show n + 1 + 1 = n + 2 from rfl, hz]
    ring

/-- Verlet limit of the harmonic chain: for `N ≥ 1` beads between fixed walls and positive `k`,
`m`, `h`, all trajectories are bounded exactly when `h √(k/m) sin (Nπ/(2N+2)) < 1`. -/
theorem verletStable_iff (hN : 0 < N) {k m h : ℝ} (hk : 0 < k) (hm : 0 < m) (hh : 0 < h) :
    VerletStable N k m h ↔ h * Real.sqrt (k / m) * sin (N * π / (2 * N + 2)) < 1 := by
  have hs0 : 0 ≤ sin (N * π / (2 * N + 2)) := by
    apply sin_nonneg_of_nonneg_of_le_pi (by positivity)
    rw [div_le_iff₀ (by positivity)]
    nlinarith [pi_pos, mul_nonneg (N.cast_nonneg (α := ℝ)) pi_pos.le]
  have hq0 : 0 ≤ h * Real.sqrt (k / m) * sin (N * π / (2 * N + 2)) := by positivity
  have hq : 4 * (h * Real.sqrt (k / m) * sin (N * π / (2 * N + 2))) ^ 2
      = h ^ 2 * k / m * (2 + 2 * cos (π / (N + 1))) := by
    rw [← four_sin_sq, mul_pow, mul_pow, Real.sq_sqrt (by positivity)]
    ring
  have ha : 0 < h ^ 2 * k / m := by positivity
  constructor
  · -- at or above the limit the alternating mode grows at least linearly
    intro hs
    by_contra hlt
    obtain ⟨μ, hμ⟩ : ∃ μ, μ = h ^ 2 * k / m * (2 + 2 * cos (π / ((N : ℝ) + 1))) := ⟨_, rfl⟩
    have h4 : 4 ≤ μ := by rw [hμ, ← hq]; nlinarith [not_lt.mp hlt]
    have grow : ∀ n : ℕ, (n : ℝ) ≤ amplitude μ n ∧ amplitude μ n + 1 ≤ amplitude μ (n + 1) := by
      intro n
      induction n with
      | zero => simp [amplitude]
      | succ n ih =>
        have h3 : amplitude μ (n + 1 + 1) = (μ - 2) * amplitude μ (n + 1) - amplitude μ n := rfl
        have hn : (0 : ℝ) ≤ n := n.cast_nonneg
        refine ⟨by push_cast; linarith [ih.1, ih.2], ?_⟩
        rw [h3]
        nlinarith [mul_nonneg (sub_nonneg.mpr h4)
          (show 0 ≤ amplitude μ (n + 1) by linarith [ih.1, ih.2]), ih.1, ih.2]
    obtain ⟨C, hC⟩ := hs (fun n => ((-1) ^ n * amplitude μ n) • mode N (-1)) (by
      intro n
      funext i
      have h3 : amplitude μ (n + 2) = (μ - 2) * amplitude μ (n + 1) - amplitude μ n := rfl
      simp only [mulVec_smul, chainMatrix_mode (show (-1 : ℝ) ^ 2 = 1 by norm_num), Pi.sub_apply,
        Pi.smul_apply, smul_eq_mul, h3]
      linear_combination (-1) ^ n * amplitude μ (n + 1) * mode N (-1) i * hμ)
    have ht : 0 < |mode N (-1) ⟨0, hN⟩| :=
      abs_pos.mpr (mul_ne_zero (pow_ne_zero _ (by norm_num)) (wave_pos ⟨0, hN⟩).ne')
    obtain ⟨n, hn⟩ := exists_nat_gt (C / |mode N (-1) ⟨0, hN⟩|)
    rw [div_lt_iff₀ ht] at hn
    have h1 := hC n ⟨0, hN⟩
    simp only [Pi.smul_apply, smul_eq_mul, abs_mul, abs_pow, abs_neg, abs_one, one_pow,
      one_mul] at h1
    linarith [mul_le_mul_of_nonneg_right ((grow n).1.trans (le_abs_self _)) ht.le]
  · -- below the limit the conserved invariant is positive definite
    intro hlt x hx
    have hc : cos (π / ((N : ℝ) + 1)) < 1 := by
      have := cos_lt_cos_of_nonneg_of_le_pi le_rfl (div_le_self pi_pos.le
        (by linarith [N.cast_nonneg (α := ℝ)])) (show 0 < π / ((N : ℝ) + 1) by positivity)
      rwa [cos_zero] at this
    have h4 : h ^ 2 * k / m * (2 + 2 * cos (π / ((N : ℝ) + 1))) < 4 := by rw [← hq]; nlinarith
    have cons := invariant_conserved hx
    have up := fun v : Fin N → ℝ => stiffness_bound (σ := -1) (by norm_num) v
    have lo := fun v : Fin N → ℝ => stiffness_bound (σ := 1) (by norm_num) v
    generalize h ^ 2 * k / m = a at *
    generalize cos (π / ((N : ℝ) + 1)) = c at *
    generalize invariant a (x 0) (x 1) = E at cons
    obtain ⟨α, hα⟩ : ∃ α, α = 1 - a * (2 + 2 * c) / 4 := ⟨_, rfl⟩
    obtain ⟨β, hβ⟩ : ∃ β, β = a * (2 - 2 * c) / 4 := ⟨_, rfl⟩
    have α0 : 0 < α := by linarith
    have β0 : 0 < β := by linarith [mul_pos ha (show 0 < 2 - 2 * c by linarith)]
    refine ⟨E / α + E / β + 1, fun n i => ?_⟩
    have hE := cons n
    generalize x (n + 1) = y at hE
    generalize x n = z at hE ⊢
    have pol : (y + z) ⬝ᵥ chainMatrix N *ᵥ (y + z) - (y - z) ⬝ᵥ chainMatrix N *ᵥ (y - z)
        = 4 * (z ⬝ᵥ chainMatrix N *ᵥ y) := by
      simp only [mulVec_add, mulVec_sub, dotProduct_add, add_dotProduct, dotProduct_sub,
        sub_dotProduct]
      linear_combination 2 * form_symm y z
    have b1 := mul_nonneg ha.le (up (y - z))
    have b2 := mul_nonneg ha.le (lo (y + z))
    have single : ∀ v : Fin N → ℝ, v i * v i ≤ v ⬝ᵥ v := fun v =>
      Finset.single_le_sum (f := fun j => v j * v j) (fun j _ => mul_self_nonneg (v j))
        (Finset.mem_univ i)
    have d1 := single (y - z)
    have d2 := single (y + z)
    have p1 := mul_nonneg α0.le ((mul_self_nonneg _).trans d1)
    have p2 := mul_nonneg β0.le ((mul_self_nonneg _).trans d2)
    have low : α * ((y - z) ⬝ᵥ (y - z)) + β * ((y + z) ⬝ᵥ (y + z)) ≤ E := by
      rw [← hE, invariant, hα, hβ]
      linear_combination b1 / 4 + b2 / 4 + a / 4 * pol
    have q1 : (y - z) ⬝ᵥ (y - z) ≤ E / α := by rw [le_div_iff₀ α0]; linarith
    have q2 : (y + z) ⬝ᵥ (y + z) ≤ E / β := by rw [le_div_iff₀ β0]; linarith
    simp only [Pi.sub_apply, Pi.add_apply] at d1 d2
    have hz : z i ^ 2 ≤ E / α + E / β := by linarith [sq_nonneg (y i), sq_nonneg (z i)]
    rw [abs_le]
    constructor
    · linarith [sq_nonneg (z i + 1 / 2)]
    · linarith [sq_nonneg (z i - 1 / 2)]

end

end VerletChain
```

```lean
#print axioms VerletChain.isGreatest_eigenvalue
#print axioms VerletChain.verletStable_iff
```

```
'VerletChain.isGreatest_eigenvalue' depends on axioms: [propext, Classical.choice, Quot.sound]
'VerletChain.verletStable_iff' depends on axioms: [propext, Classical.choice, Quot.sound]
```

## From springs to a recurrence

Let \(u_j\) be the displacement of bead \(j=1,\dots,N\) from its equilibrium position, with \(u_0=u_{N+1}=0\) at the walls. The two springs at bead \(j\) exert the force

\[
k(u_{j+1}-u_j)-k(u_j-u_{j-1})=-k(Ku)_j ,
\]

where \(K\) is the tridiagonal matrix, `chainMatrix N`. Lean numbers the beads from 0, so its index `i` is bead \(j=i+1\).

Write \(x_n\) for the whole configuration at step \(n\), and \(a=h^2k/m\). `IsVerlet` states

\[
x_{n+2}=2x_{n+1}-x_n-aKx_{n+1}.
\]

The force law enters through this definition. `VerletStable` says that each such trajectory has a bound \(C\), which may depend on the trajectory. `verletStable_iff` is the stability criterion, and `isGreatest_eigenvalue` says that the stated number is an eigenvalue and that no real eigenvalue exceeds it.

The model has equal masses, equal springs and motion in one dimension. Applying it to a real molecule replaces the molecule's anharmonic forces by linear ones, and the hypotheses give no control over that replacement.

## Standing waves bound the stiffness

Put \(\theta=\pi/(N+1)\), \(c=\cos\theta\), \(\sigma=\pm1\) and \(w_j=\sigma^j\sin j\theta\). This wave vanishes at both walls. Since \(\sin(j-1)\theta+\sin(j+1)\theta=2c\sin j\theta\),

\[
Kw=\lambda_\sigma w,\qquad \lambda_\sigma=2-2\sigma c .
\]

This is `chainMatrix_mode`; its steps `s2` and `s3` evaluate the neighbour sums, walls included.

No \(w_j\) is zero on the beads (`wave_pos`), so any \(v\) can be written \(v_j=p_jw_j\). Expanding the squares and using \(Kw=\lambda_\sigma w\) gives

\[
\sigma\,(v\cdot Kv-\lambda_\sigma\, v\cdot v)=\sum_{j=1}^{N-1}\sin j\theta\,\sin (j+1)\theta\,(p_{j+1}-p_j)^2\ \ge 0 .
\]

`stiffness_bound` proves the inequality with a double sum over all pairs: `total` shows that it is nonnegative, and `split` expands it. The two signs of \(\sigma\) together give

\[
(2-2c)|v|^2\le v\cdot Kv\le(2+2c)|v|^2 .
\]

An eigenvector therefore has eigenvalue at most \(2+2c\), and the wave with \(\sigma=-1\) attains it. As \(\frac{N\pi}{2N+2}=\frac\pi2-\frac\theta2\), this value equals \(4\cos^2\frac\theta2=4\sin^2\frac{N\pi}{2N+2}\) (`four_sin_sq`).

## Below the limit: a positive invariant

Let \(s=h\sqrt{k/m}\,\sin\frac{N\pi}{2N+2}\ge0\), so that \(4s^2=a(2+2c)\). For successive configurations \(x,y\), define

\[
E=|y-x|^2+a\,x\cdot Ky .
\]

This is `invariant`, a quantity of the discrete dynamics and not the mechanical energy. With the next configuration \(z=2y-x-aKy\) and \(K\) symmetric,

\[
\begin{aligned}
|z-y|^2&=|y-x|^2-2a(y-x)\cdot Ky+a^2|Ky|^2,\\
a\,y\cdot Kz&=2a\,y\cdot Ky-a\,x\cdot Ky-a^2|Ky|^2 .
\end{aligned}
\]

The sum is \(E\) again; `invariant_conserved` carries this along the trajectory by induction.

Now \(4x\cdot Ky=(y+x)\cdot K(y+x)-(y-x)\cdot K(y-x)\), and the stiffness bounds give (step `low`)

\[
E\ge\alpha|y-x|^2+\beta|y+x|^2,\qquad \alpha=1-s^2,\quad \beta=\tfrac a4(2-2c).
\]

If \(s<1\), both coefficients are positive. Since \(2x_j^2\le(y-x)_j^2+(y+x)_j^2\), every displacement satisfies \(x_j^2\le E/\alpha+E/\beta\), at all times.

## At the limit and above: growth

If \(s\ge1\), set \(\mu=4s^2\ge4\) and try \(x_n=(-1)^nA_nw\) with \(\sigma=-1\), \(A_0=0\), \(A_1=1\). Verlet requires \(A_{n+2}=(\mu-2)A_{n+1}-A_n\), which is `amplitude`, and hence

\[
A_{n+2}-A_{n+1}=(\mu-4)A_{n+1}+(A_{n+1}-A_n)\ge1
\]

by induction. So \(A_n\ge n\) (step `grow`), and because \(w_1\ne0\) the trajectory is unbounded. At \(s=1\) exactly, \(A_n=n\): the threshold itself is unstable.

## The time step in a simulation

A program that runs this recurrence for the chain keeps two configurations, computes the forces \(F\) from neighbour differences, and forms \(x_{\text{new}}=2x-x_{\text{old}}+h^2F/m\). For this harmonic chain, the \(h\) in that line is limited by the fastest vibration, \(\omega_{\max}=2\sqrt{k/m}\,\sin\frac{N\pi}{2N+2}\), through \(h\omega_{\max}<2\). In terms of the shortest period \(T=2\pi/\omega_{\max}\) this reads \(h<T/\pi\), so a shortest period of 10 fs requires a step below about 3.18 fs for bounded trajectories; accuracy can demand a smaller one. One bead allows \(h<\sqrt2\,\sqrt{m/k}\), two allow \(h<\frac{2}{\sqrt3}\sqrt{m/k}\), and for long chains the limit falls towards \(\sqrt{m/k}\).
